# For G = diag(1, 0, −1), no symmetric two-term parameter-shift rule fits every state and observable

The state $\psi$ and the observable $O$ are fixed here before the real constants $c$ and $s$ are chosen. A single experiment must then defeat every rule of the form

$$f'(t)=c\,[f(t+s)-f(t-s)]\quad\text{for all } t,$$

where $f(t)=\langle U(t)\psi,\,O\,U(t)\psi\rangle$ and $U(t)=e^{-itG}$, with $\hbar=1$. This is stronger than letting $\psi$ and $O$ depend on $c$ and $s$. Rules with two unrelated weights or shifts are not treated.

Variational circuits for chemistry use excitation gates whose generators have eigenvalues $0,\pm1$; the model here has one parameter, no noise and each eigenvalue once.

```lean
import Mathlib

open Matrix

namespace ThreeLevelShiftRule

noncomputable section
```

## Oscillations at the level gaps

The generator is diagonal with levels $g_0=1$, $g_1=0$, $g_2=-1$, indexed by `Fin 3`.

```lean
/-- The levels of the generator `G = diag(1, 0, -1)`. -/
def levels : Fin 3 → ℝ := ![1, 0, -1]
```

The evolution is the matrix exponential itself, not a table of phases.

```lean
/-- The evolution `U(t) = exp(-i t G)`. -/
def evolution (t : ℝ) : Matrix (Fin 3) (Fin 3) ℂ :=
  NormedSpace.exp ((-(Complex.I * t)) • diagonal (fun j => (levels j : ℂ)))
```

States are vectors `Fin 3 → ℂ`. The product `⬝ᵥ` does not conjugate, so `star` on the left factor supplies the bra. The value of $f$ has type `ℂ`, although it is real for Hermitian $O$.

```lean
/-- The expectation value `f(t) = ⟨U(t)ψ, O U(t)ψ⟩`. -/
def expectation (O : Matrix (Fin 3) (Fin 3) ℂ) (ψ : Fin 3 → ℂ) (t : ℝ) : ℂ :=
  star (evolution t *ᵥ ψ) ⬝ᵥ (O *ᵥ (evolution t *ᵥ ψ))
```

The exponential of a diagonal matrix is diagonal, with each diagonal entry exponentiated, so $U(t)_{jj}=e^{-itg_j}$ and the other entries are zero.

```lean
/-- Each level `g_j` acquires its own phase `exp(-i t g_j)`. -/
theorem evolution_eq (t : ℝ) :
    evolution t = diagonal (fun j => Complex.exp (-(Complex.I * t) * levels j)) := by
  unfold evolution
  rw [← diagonal_smul, Matrix.exp_diagonal]
  congr 1
  funext j
  rw [Pi.coe_exp, ← Complex.exp_eq_exp_ℂ]
  rfl
```

Conjugating the phase of $\psi_j$ and multiplying it by that of $\psi_k$ gives

$$f(t)=\sum_{j,k}\overline{\psi_j}\,O_{jk}\,\psi_k\,e^{i(g_j-g_k)t}.$$

In the proof, `e1` is the conjugation and `e2` the product of the two phases.

```lean
/-- The expectation value is a sum of oscillations at the level gaps `g_j - g_k`. -/
theorem expectation_eq (O : Matrix (Fin 3) (Fin 3) ℂ) (ψ : Fin 3 → ℂ) (t : ℝ) :
    expectation O ψ t = ∑ j, ∑ k, star (ψ j) * O j k * ψ k *
      Complex.exp (Complex.I * ((levels j - levels k : ℝ) : ℂ) * t) := by
  have h : evolution t *ᵥ ψ =
      fun j => Complex.exp (-(Complex.I * t) * levels j) * ψ j := by
    rw [evolution_eq]
    funext j
    exact mulVec_diagonal _ _ _
  unfold expectation
  rw [h]
  simp only [dotProduct, mulVec, Pi.star_apply, Finset.mul_sum]
  refine Finset.sum_congr rfl fun j _ => Finset.sum_congr rfl fun k _ => ?_
  have e1 : star (Complex.exp (-(Complex.I * t) * levels j)) =
      Complex.exp (Complex.I * t * levels j) := by
    rw [Complex.star_def, ← Complex.exp_conj]
    simp
  have e2 : Complex.exp (Complex.I * ((levels j - levels k : ℝ) : ℂ) * t) =
      Complex.exp (Complex.I * t * levels j) *
        Complex.exp (-(Complex.I * t) * levels k) := by
    rw [← Complex.exp_add]
    congr 1
    push_cast
    ring
  rw [star_mul', e1, e2]
  ring
```

Differentiating term by term brings down a factor $i(g_j-g_k)$. `HasDerivAt` says that the function is differentiable at $t$ with the stated derivative. Since $f$ is always differentiable, a shift rule can fail only by giving the wrong value.

```lean
/-- Differentiation multiplies each oscillation by `i` times its level gap. -/
theorem hasDerivAt_expectation (O : Matrix (Fin 3) (Fin 3) ℂ) (ψ : Fin 3 → ℂ) (t : ℝ) :
    HasDerivAt (expectation O ψ) (∑ j, ∑ k, star (ψ j) * O j k * ψ k *
      (Complex.I * ((levels j - levels k : ℝ) : ℂ)) *
      Complex.exp (Complex.I * ((levels j - levels k : ℝ) : ℂ) * t)) t := by
  rw [show expectation O ψ = _ from funext (expectation_eq O ψ)]
  refine HasDerivAt.fun_sum fun j _ => HasDerivAt.fun_sum fun k _ => ?_
  have h0 : HasDerivAt (fun x : ℝ => (x : ℂ)) 1 t := by
    simpa using (hasDerivAt_id' t).ofReal_comp
  exact ((h0.const_mul (Complex.I * ((levels j - levels k : ℝ) : ℂ))).cexp.const_mul
    (star (ψ j) * O j k * ψ k)).congr_deriv (by ring)
```

## One signal against every choice of c and s

Take $\psi=(2/3,1/3,2/3)$, which has norm $1$ because $4/9+1/9+4/9=1$.

```lean
/-- The state `ψ = (2/3, 1/3, 2/3)`. -/
def probeState : Fin 3 → ℂ := fun j => ((![2 / 3, 1 / 3, 2 / 3] : Fin 3 → ℝ) j : ℂ)
```

Let every matrix element of $O$ be $1$. This matrix is Hermitian, and its expectation value is the squared modulus of the sum of the amplitudes.

```lean
/-- The observable whose matrix elements are all equal to one. -/
def probeObservable : Matrix (Fin 3) (Fin 3) ℂ := Matrix.of fun _ _ => 1
```

That sum is $\tfrac23e^{-it}+\tfrac13+\tfrac23e^{it}=\tfrac13(1+4\cos t)$, hence

$$f(t)=\frac{(1+4\cos t)^2}{9}.$$

The Lean proof reaches the same formula from the double sum, using Euler's formula (`key`) and the double-angle formula.

```lean
/-- For the probe state and observable, `f(t) = (1 + 4 cos t)² / 9`. -/
theorem probe_signal (t : ℝ) : expectation probeObservable probeState t =
    (((1 + 4 * Real.cos t) ^ 2 / 9 : ℝ) : ℂ) := by
  have key : ∀ d : ℝ, Complex.exp (Complex.I * d * t) =
      (Real.cos (d * t) : ℂ) + (Real.sin (d * t) : ℂ) * Complex.I := by
    intro d
    rw [show Complex.I * d * t = ((d * t : ℝ) : ℂ) * Complex.I by push_cast; ring,
      Complex.exp_mul_I, Complex.ofReal_cos, Complex.ofReal_sin]
  have l0 : levels 0 = 1 := rfl
  have l1 : levels 1 = 0 := rfl
  have l2 : levels 2 = -1 := rfl
  have p0 : probeState 0 = ((2 / 3 : ℝ) : ℂ) := rfl
  have p1 : probeState 1 = ((1 / 3 : ℝ) : ℂ) := rfl
  have p2 : probeState 2 = ((2 / 3 : ℝ) : ℂ) := rfl
  have hO : ∀ i j, probeObservable i j = 1 := fun _ _ => rfl
  have a1 : (1 : ℝ) - -1 = 2 := by norm_num
  have a2 : (-1 : ℝ) - 1 = -2 := by norm_num
  rw [expectation_eq]
  simp only [key, Fin.sum_univ_three, l0, l1, l2, p0, p1, p2, hO, Complex.star_def,
    Complex.conj_ofReal, a1, a2, sub_self, sub_zero, zero_sub, neg_neg, one_mul, neg_mul,
    zero_mul, Real.cos_neg, Real.sin_neg, Real.cos_zero, Real.sin_zero, Real.cos_two_mul]
  push_cast
  ring
```

The derivative is $f'(t)=-\tfrac89\sin t\,(1+4\cos t)$. Suppose that the two-term rule held for some $c,s$. By uniqueness of the derivative, its right-hand side would equal this expression at every $t$; that is `e` in the proof.

At $t=\pi/2$ we have $\cos(t\pm s)=\mp\sin s$, so

$$-\frac89=\frac c9\left[(1-4\sin s)^2-(1+4\sin s)^2\right]=-\frac{16}{9}\,c\sin s,$$

and therefore $2c\sin s=1$.

At $t=\pi/4$, write $r=\sqrt2/2$. Then $\cos(t\pm s)=r(\cos s\mp\sin s)$, and factoring the difference of squares gives

$$-\frac89\,r(1+4r)=-\frac{16}{9}\,c\,r\sin s\,(1+4r\cos s)=-\frac89\,r(1+4r\cos s).$$

Since $r>0$, this forces $\cos s=1$. Then $\sin s=0$, which contradicts $2c\sin s=1$.

The theorem states the normalisation, the Hermiticity and the failure for all real $c,s$ together. The `linear_combination` steps `h2` and `h4` carry out the algebra at the two times.

```lean
/-- For `G = diag(1, 0, -1)`, the normalised probe state and the Hermitian probe observable
violate `f'(t) = c (f(t+s) - f(t-s))` at some time, whatever the real constants `c`, `s`. -/
theorem no_two_term_rule :
    star probeState ⬝ᵥ probeState = 1 ∧ probeObservable.IsHermitian ∧
    ∀ c s : ℝ, ¬ ∀ t : ℝ, HasDerivAt (expectation probeObservable probeState)
      ((c : ℂ) * (expectation probeObservable probeState (t + s) -
        expectation probeObservable probeState (t - s))) t := by
  refine ⟨?_, ?_, fun c s h => ?_⟩
  · simp [dotProduct, Fin.sum_univ_three, probeState]
    norm_num
  · ext i j
    simp [probeObservable]
  have e : ∀ t : ℝ, -(8 * Real.sin t * (1 + 4 * Real.cos t) / 9) =
      c * ((1 + 4 * Real.cos (t + s)) ^ 2 / 9 - (1 + 4 * Real.cos (t - s)) ^ 2 / 9) := by
    intro t
    have hf : expectation probeObservable probeState = fun x : ℝ =>
        (((1 + 4 * Real.cos x) * (1 + 4 * Real.cos x) / 9 : ℝ) : ℂ) := by
      funext x
      rw [probe_signal, pow_two]
    have hu := ((Real.hasDerivAt_cos t).const_mul 4).const_add 1
    have hd : HasDerivAt (expectation probeObservable probeState)
        ((-(8 * Real.sin t * (1 + 4 * Real.cos t) / 9) : ℝ) : ℂ) t := by
      rw [hf]
      exact (((hu.fun_mul hu).div_const 9).congr_deriv (by ring)).ofReal_comp
    have h1 := hd.unique (h t)
    rw [probe_signal, probe_signal] at h1
    exact_mod_cast h1
  -- the time π/2 isolates the gap 1
  have h1 := e (Real.pi / 2)
  rw [Real.cos_add, Real.cos_sub, Real.sin_pi_div_two, Real.cos_pi_div_two] at h1
  have h2 : 2 * c * Real.sin s = 1 := by linear_combination (9 / 8) * h1
  -- the time π/4 then forces cos s = 1
  have h3 := e (Real.pi / 4)
  rw [Real.cos_add, Real.cos_sub, Real.sin_pi_div_four, Real.cos_pi_div_four] at h3
  have hr : 0 < √2 / 2 := by positivity
  generalize √2 / 2 = r at h3 hr
  have h4 : r * r * (Real.cos s - 1) = 0 := by
    linear_combination (9 / 32) * h3 - (1 / 4) * r * (1 + 4 * r * Real.cos s) * h2
  have h5 : Real.cos s = 1 :=
    sub_eq_zero.mp ((mul_eq_zero.mp h4).resolve_left (mul_pos hr hr).ne')
  -- so sin s = 0, against 2 c sin s = 1
  have h6 : Real.sin s ^ 2 = 0 := by
    have h7 := Real.sin_sq_add_cos_sq s
    rw [h5] at h7
    linarith
  rw [pow_eq_zero_iff two_ne_zero] at h6
  rw [h6, mul_zero] at h2
  exact zero_ne_one h2
```

## Four evaluations that give the derivative

A second pair of shifts repairs the rule for this $G$. With $a=(\sqrt2-1)/2$,

$$f'(t)=f(t+\tfrac\pi4)-f(t-\tfrac\pi4)-a\left[f(t+\tfrac\pi2)-f(t-\tfrac\pi2)\right].$$

For one oscillation with gap $d=g_j-g_k$ and one shift $u$,

$$e^{id(t+u)}-e^{id(t-u)}=2i\sin(du)\,e^{idt}.$$

The derivative supplies the factor $id$, so the rule holds if every gap satisfies

$$d=2\left[\sin\frac{d\pi}{4}-a\sin\frac{d\pi}{2}\right].$$

For $d=1$ the right-hand side is $\sqrt2-(\sqrt2-1)=1$, and for $d=2$ it is $2(1-0)=2$. Both sides are odd in $d$, which settles $0,-1,-2$.

In the proof, `osc` is the identity for one oscillation and `gap` checks the five possible gaps. The last step combines them term by term in the double sum. Neither normalisation of $\psi$ nor Hermiticity of $O$ is needed, so all normalised pure states and all Hermitian observables of this three-level system are included.

```lean
/-- For `G = diag(1, 0, -1)` a four-term rule with shifts `π/4` and `π/2` gives the exact
derivative for every state vector and every observable matrix. -/
theorem four_term_rule (O : Matrix (Fin 3) (Fin 3) ℂ) (ψ : Fin 3 → ℂ) (t : ℝ) :
    HasDerivAt (expectation O ψ)
      ((expectation O ψ (t + Real.pi / 4) - expectation O ψ (t - Real.pi / 4)) -
        (((√2 - 1) / 2 : ℝ) : ℂ) *
          (expectation O ψ (t + Real.pi / 2) - expectation O ψ (t - Real.pi / 2))) t := by
  -- one oscillation under one pair of shifts
  have osc : ∀ d u : ℝ, Complex.exp (Complex.I * d * ((t + u : ℝ) : ℂ)) -
      Complex.exp (Complex.I * d * ((t - u : ℝ) : ℂ)) =
      2 * Complex.I * (Real.sin (d * u) : ℂ) * Complex.exp (Complex.I * d * t) := by
    intro d u
    rw [show Complex.I * d * ((t + u : ℝ) : ℂ) =
        Complex.I * d * t + (d * u : ℂ) * Complex.I by push_cast; ring,
      show Complex.I * d * ((t - u : ℝ) : ℂ) =
        Complex.I * d * t + (-(d * u) : ℂ) * Complex.I by push_cast; ring,
      Complex.exp_add, Complex.exp_add, Complex.exp_mul_I, Complex.exp_mul_I,
      Complex.cos_neg, Complex.sin_neg]
    push_cast
    ring
  refine (hasDerivAt_expectation O ψ t).congr_deriv ?_
  simp only [expectation_eq, Finset.mul_sum, ← Finset.sum_sub_distrib]
  refine Finset.sum_congr rfl fun j _ => Finset.sum_congr rfl fun k _ => ?_
  -- the weights reproduce each of the gaps 0, ±1, ±2
  have gap : levels j - levels k = 2 * (Real.sin ((levels j - levels k) * (Real.pi / 4)) -
      (√2 - 1) / 2 * Real.sin ((levels j - levels k) * (Real.pi / 2))) := by
    have hd : levels j - levels k = 0 ∨ levels j - levels k = 1 ∨ levels j - levels k = -1 ∨
        levels j - levels k = 2 ∨ levels j - levels k = -2 := by
      fin_cases j <;> fin_cases k <;> norm_num [levels]
    have q1 : 2 * (Real.pi / 4) = Real.pi / 2 := by ring
    have q2 : 2 * (Real.pi / 2) = Real.pi := by ring
    rcases hd with h | h | h | h | h <;> rw [h] <;>
      simp only [zero_mul, one_mul, neg_mul, q1, q2, Real.sin_neg, Real.sin_zero,
        Real.sin_pi_div_four, Real.sin_pi_div_two, Real.sin_pi] <;> ring
  generalize levels j - levels k = d at gap ⊢
  generalize (√2 - 1) / 2 = a at gap ⊢
  have gapC : (d : ℂ) = 2 * ((Real.sin (d * (Real.pi / 4)) : ℂ) -
      a * (Real.sin (d * (Real.pi / 2)) : ℂ)) := by exact_mod_cast gap
  linear_combination
    star (ψ j) * O j k * ψ k * Complex.I * Complex.exp (Complex.I * d * t) * gapC -
    star (ψ j) * O j k * ψ k * osc d (Real.pi / 4) +
    a * (star (ψ j) * O j k * ψ k) * osc d (Real.pi / 2)

end

end ThreeLevelShiftRule
```

```lean
#print axioms ThreeLevelShiftRule.no_two_term_rule
#print axioms ThreeLevelShiftRule.four_term_rule
```

```
'ThreeLevelShiftRule.no_two_term_rule' depends on axioms: [propext, Classical.choice, Quot.sound]
'ThreeLevelShiftRule.four_term_rule' depends on axioms: [propext, Classical.choice, Quot.sound]
```
